# The frontier contribution to C6 in a free-electron box grows asymptotically as the fifth power of chain length

With unit mass and $\hbar=1$, let a box of length $L=2nb$, $b>0$, have $n\ge1$ doubly filled levels, and let $d$ and $G$ be the dipole matrix element (unit charge) and the energy gap between the normalized sine states $n$ and $n+1$. At fixed $b$, the frontier term $d^4/(2G)$, divided by $n^5$, tends to $512\,b^6/\pi^{10}$.

```lean
import Mathlib

open Filter Topology Real

namespace BoxDispersion

noncomputable section

/-- The sine state number `k ≥ 1` of a particle in a box `[0, L]`, `L > 0`. -/
def orbital (L : ℝ) (k : ℕ) (x : ℝ) : ℝ :=
  √(2 / L) * Real.sin (k * π / L * x)

/-- The energy of level `k` in a box of length `L > 0`, for unit mass and `ℏ = 1`. -/
def level (L : ℝ) (k : ℕ) : ℝ := (k : ℝ) ^ 2 * π ^ 2 / (2 * L ^ 2)

/-- The matrix element of the position `x` between the states `k` and `l` of a box of
length `L > 0`. -/
def transitionDipole (L : ℝ) (k l : ℕ) : ℝ :=
  ∫ x in (0 : ℝ)..L, orbital L k x * x * orbital L l x

/-- The frontier term `d⁴ / (2G)` for a box of length `2nb` with `n` doubly filled levels,
where `d` and `G` are the dipole element and the gap between levels `n` and `n + 1`.
The domain is `b > 0`, `n ≥ 1`. -/
def frontierC6 (b : ℝ) (n : ℕ) : ℝ :=
  transitionDipole (2 * n * b) n (n + 1) ^ 4 /
    (2 * (level (2 * n * b) (n + 1) - level (2 * n * b) n))

/-- For `L > 0` and `k ≥ 1` the sine state vanishes at both walls, is normalized, and solves
the free Schrödinger equation with energy `level L k`. -/
theorem orbital_eigenstate {L : ℝ} (hL : 0 < L) {k : ℕ} (hk : 0 < k) :
    orbital L k 0 = 0 ∧ orbital L k L = 0 ∧
    (∫ x in (0 : ℝ)..L, orbital L k x ^ 2) = 1 ∧
    ∀ x, -(1 / 2) * deriv (deriv (orbital L k)) x = level L k * orbital L k x := by
  have hk' : (0 : ℝ) < k := Nat.cast_pos.mpr hk
  have ha : (k : ℝ) * π / L ≠ 0 := by positivity
  have hsin : Real.sin (k * π / L * L) = 0 := by
    have e : (k : ℝ) * π / L * L = k * π := by field_simp
    rw [e, Real.sin_nat_mul_pi]
  have h1 : ∀ x : ℝ, HasDerivAt (fun y : ℝ => k * π / L * y) (k * π / L) x := fun x =>
    ((hasDerivAt_id' x).const_mul (k * π / L)).congr_deriv (mul_one _)
  refine ⟨by simp [orbital], by rw [orbital, hsin, mul_zero], ?_, ?_⟩
  · -- an explicit antiderivative of the density
    have hF : ∀ x : ℝ, HasDerivAt
        (fun y : ℝ => (y - Real.sin (k * π / L * y) * Real.cos (k * π / L * y)
          / (k * π / L)) / L) (orbital L k x ^ 2) x := by
      intro x
      refine (((hasDerivAt_id' x).fun_sub
        (((h1 x).sin.fun_mul (h1 x).cos).div_const (k * π / L))).div_const L).congr_deriv ?_
      have q : (Real.cos (k * π / L * x) * (k * π / L) * Real.cos (k * π / L * x)
          + Real.sin (k * π / L * x) * (-Real.sin (k * π / L * x) * (k * π / L)))
          / (k * π / L)
          = Real.cos (k * π / L * x) ^ 2 - Real.sin (k * π / L * x) ^ 2 := by
        rw [div_eq_iff ha]
        ring
      rw [q, orbital, mul_pow, Real.sq_sqrt (by positivity)]
      linear_combination (-(1 / L)) * Real.sin_sq_add_cos_sq (k * π / L * x)
    have hc : Continuous (fun x => orbital L k x ^ 2) := by
      unfold orbital
      fun_prop
    rw [intervalIntegral.integral_eq_sub_of_hasDerivAt (fun x _ => hF x)
      (hc.intervalIntegrable _ _)]
    simp only [hsin, mul_zero, Real.sin_zero, zero_mul, zero_div, sub_zero]
    exact div_self hL.ne'
  · -- two derivatives return the sine
    intro x
    have d1 : deriv (orbital L k) =
        fun y => √(2 / L) * (Real.cos (k * π / L * y) * (k * π / L)) := by
      funext y
      have h : HasDerivAt (orbital L k)
          (√(2 / L) * (Real.cos (k * π / L * y) * (k * π / L))) y :=
        (h1 y).sin.const_mul (√(2 / L))
      exact h.deriv
    have d2 : HasDerivAt
        (fun y => √(2 / L) * (Real.cos (k * π / L * y) * (k * π / L)))
        (√(2 / L) * (-Real.sin (k * π / L * x) * (k * π / L) * (k * π / L))) x :=
      ((h1 x).cos.mul_const (k * π / L)).const_mul (√(2 / L))
    rw [d1, d2.deriv, orbital, level]
    ring

/-- The integral of `x cos (a x)` from `0` to `L`, for `a ≠ 0`. -/
theorem integral_x_cos {a : ℝ} (ha : a ≠ 0) (L : ℝ) :
    ∫ x in (0 : ℝ)..L, x * Real.cos (a * x) =
      (a * L * Real.sin (a * L) + Real.cos (a * L) - 1) / a ^ 2 := by
  have h : ∀ x : ℝ, HasDerivAt
      (fun y : ℝ => (a * y * Real.sin (a * y) + Real.cos (a * y)) / a ^ 2)
      (x * Real.cos (a * x)) x := by
    intro x
    have h1 : HasDerivAt (fun y : ℝ => a * y) a x :=
      ((hasDerivAt_id' x).const_mul a).congr_deriv (mul_one _)
    refine (((h1.fun_mul h1.sin).fun_add h1.cos).div_const (a ^ 2)).congr_deriv ?_
    rw [div_eq_iff (pow_ne_zero 2 ha)]
    ring
  have hc : Continuous (fun x : ℝ => x * Real.cos (a * x)) := by fun_prop
  rw [intervalIntegral.integral_eq_sub_of_hasDerivAt (fun x _ => h x)
    (hc.intervalIntegrable _ _)]
  simp only [mul_zero, Real.sin_zero, Real.cos_zero]
  ring

/-- The dipole element between neighbouring states `n` and `n + 1` of a box of length
`L > 0` is `-(2L/π²)(1 - 1/(2n+1)²)`. -/
theorem transitionDipole_succ {L : ℝ} (hL : 0 < L) (n : ℕ) :
    transitionDipole L n (n + 1) =
      -(2 * L / π ^ 2) * (1 - (1 / (2 * (n : ℝ) + 1)) ^ 2) := by
  have hn : 2 * (n : ℝ) + 1 ≠ 0 := by positivity
  -- the product of sines is a difference of cosines
  have key : ∀ x, orbital L n x * x * orbital L (n + 1) x =
      1 / L * (x * Real.cos (π / L * x))
        - 1 / L * (x * Real.cos ((2 * n + 1) * π / L * x)) := by
    intro x
    have hs : √(2 / L) * √(2 / L) = 2 / L := Real.mul_self_sqrt (by positivity)
    have c1 := Real.cos_sub (((n : ℝ) + 1) * π / L * x) (n * π / L * x)
    have c2 := Real.cos_add (((n : ℝ) + 1) * π / L * x) (n * π / L * x)
    rw [show ((n : ℝ) + 1) * π / L * x - n * π / L * x = π / L * x by ring] at c1
    rw [show ((n : ℝ) + 1) * π / L * x + n * π / L * x
      = (2 * n + 1) * π / L * x by ring] at c2
    simp only [orbital, Nat.cast_add, Nat.cast_one]
    linear_combination x * Real.sin (n * π / L * x)
      * Real.sin (((n : ℝ) + 1) * π / L * x) * hs - 1 / L * x * c1 + 1 / L * x * c2
  have i1 : Continuous (fun x : ℝ => 1 / L * (x * Real.cos (π / L * x))) := by fun_prop
  have i2 : Continuous (fun x : ℝ =>
      1 / L * (x * Real.cos ((2 * n + 1) * π / L * x))) := by fun_prop
  have a1 : π / L * L = π := by field_simp
  have a2 : (2 * (n : ℝ) + 1) * π / L * L = (2 * n + 1) * π := by field_simp
  have s2 : Real.sin ((2 * (n : ℝ) + 1) * π) = 0 := by
    have h := Real.sin_nat_mul_pi (2 * n + 1)
    push_cast at h
    exact h
  have k2 : Real.cos ((2 * (n : ℝ) + 1) * π) = -1 := by
    rw [show (2 * (n : ℝ) + 1) * π = n * (2 * π) + π by ring]
    exact Real.cos_nat_mul_two_pi_add_pi n
  simp only [transitionDipole, key]
  rw [intervalIntegral.integral_sub (i1.intervalIntegrable _ _) (i2.intervalIntegrable _ _),
    intervalIntegral.integral_const_mul, intervalIntegral.integral_const_mul,
    integral_x_cos (by positivity), integral_x_cos (by positivity),
    a1, a2, s2, k2, Real.sin_pi, Real.cos_pi]
  field_simp
  ring

/-- For `b > 0` and `n ≥ 1` the frontier term is positive, and it is `(512 b⁶/π¹⁰) n⁵` times
an explicit finite-length correction. -/
theorem frontierC6_eq {b : ℝ} (hb : 0 < b) {n : ℕ} (hn : 0 < n) :
    0 < frontierC6 b n ∧
    frontierC6 b n = 512 * b ^ 6 / π ^ 10 * (n : ℝ) ^ 5 *
      ((1 - 1 / (2 * (n : ℝ) + 1)) * (1 - (1 / (2 * (n : ℝ) + 1)) ^ 2) ^ 4) := by
  have hn' : (0 : ℝ) < n := Nat.cast_pos.mpr hn
  have hm : 2 * (n : ℝ) + 1 ≠ 0 := by positivity
  have hu0 : 0 < 1 / (2 * (n : ℝ) + 1) := by positivity
  have hu1 : 1 / (2 * (n : ℝ) + 1) < 1 := by
    rw [div_lt_one (by positivity)]
    linarith
  have heq : frontierC6 b n = 512 * b ^ 6 / π ^ 10 * (n : ℝ) ^ 5 *
      ((1 - 1 / (2 * (n : ℝ) + 1)) * (1 - (1 / (2 * (n : ℝ) + 1)) ^ 2) ^ 4) := by
    have hg : level (2 * n * b) (n + 1) - level (2 * n * b) n
        = (2 * n + 1) * π ^ 2 / (8 * n ^ 2 * b ^ 2) := by
      simp only [level, Nat.cast_add, Nat.cast_one]
      field_simp
      ring
    have hu : 1 - 1 / (2 * (n : ℝ) + 1) = 2 * n / (2 * n + 1) := by
      field_simp
      ring
    rw [frontierC6, transitionDipole_succ (by positivity), hg, hu]
    generalize 1 - (1 / (2 * (n : ℝ) + 1)) ^ 2 = r
    field_simp
    ring
  refine ⟨?_, heq⟩
  rw [heq]
  have h2 : 0 < 1 - (1 / (2 * (n : ℝ) + 1)) ^ 2 := by nlinarith
  exact mul_pos (by positivity) (mul_pos (sub_pos.mpr hu1) (pow_pos h2 4))

/-- For `b > 0` and every `n ≥ 1` the frontier term lies strictly below
`(512 b⁶/π¹⁰) n⁵`. -/
theorem frontierC6_lt {b : ℝ} (hb : 0 < b) {n : ℕ} (hn : 0 < n) :
    frontierC6 b n < 512 * b ^ 6 / π ^ 10 * (n : ℝ) ^ 5 := by
  have hn' : (0 : ℝ) < n := Nat.cast_pos.mpr hn
  rw [(frontierC6_eq hb hn).2]
  have hu0 : 0 < 1 / (2 * (n : ℝ) + 1) := by positivity
  have hu1 : 1 / (2 * (n : ℝ) + 1) < 1 := by
    rw [div_lt_one (by positivity)]
    linarith
  have hq : (1 - (1 / (2 * (n : ℝ) + 1)) ^ 2) ^ 4 ≤ 1 :=
    pow_le_one₀ (by nlinarith) (by nlinarith)
  -- both correction factors reduce the value
  exact mul_lt_of_lt_one_right (by positivity)
    (lt_of_le_of_lt (mul_le_of_le_one_right (by linarith) hq) (by linarith))

/-- Fifth-power law: for `b > 0` the frontier term divided by `n⁵` tends to `512 b⁶/π¹⁰`
as the number `n` of filled levels grows. -/
theorem frontierC6_tendsto {b : ℝ} (hb : 0 < b) :
    Tendsto (fun n : ℕ => frontierC6 b n / (n : ℝ) ^ 5) atTop
      (𝓝 (512 * b ^ 6 / π ^ 10)) := by
  have hu : Tendsto (fun n : ℕ => 1 / (2 * (n : ℝ) + 1)) atTop (𝓝 0) :=
    tendsto_const_nhds.div_atTop (tendsto_atTop_add_const_right _ 1
      (tendsto_natCast_atTop_atTop.const_mul_atTop (by norm_num : (0 : ℝ) < 2)))
  have h : Tendsto (fun n : ℕ => 512 * b ^ 6 / π ^ 10 *
      ((1 - 1 / (2 * (n : ℝ) + 1)) * (1 - (1 / (2 * (n : ℝ) + 1)) ^ 2) ^ 4)) atTop
      (𝓝 (512 * b ^ 6 / π ^ 10 * ((1 - 0) * (1 - 0 ^ 2) ^ 4))) :=
    ((hu.const_sub 1).mul (((hu.pow 2).const_sub 1).pow 4)).const_mul _
  rw [show 512 * b ^ 6 / π ^ 10 * ((1 - 0) * (1 - 0 ^ 2) ^ 4)
    = 512 * b ^ 6 / π ^ 10 by ring] at h
  refine h.congr' ?_
  filter_upwards [eventually_gt_atTop 0] with n hn
  have hn' : (n : ℝ) ≠ 0 := Nat.cast_ne_zero.mpr hn.ne'
  rw [(frontierC6_eq hb hn).2, eq_div_iff (pow_ne_zero 5 hn')]
  ring

/-- For `b > 0`, doubling the number of filled levels at fixed `b` multiplies the frontier term by a
factor that tends to `32` as that number grows. -/
theorem frontierC6_doubling {b : ℝ} (hb : 0 < b) :
    Tendsto (fun n : ℕ => frontierC6 b (2 * n) / frontierC6 b n) atTop (𝓝 32) := by
  have hc : 512 * b ^ 6 / π ^ 10 ≠ 0 := by positivity
  have h1 := frontierC6_tendsto hb
  have ht : Tendsto (fun n : ℕ => 2 * n) atTop atTop :=
    tendsto_atTop_mono (fun n => (by omega : n ≤ 2 * n)) tendsto_id
  have h2 : Tendsto (fun n : ℕ => frontierC6 b (2 * n) / ((2 * n : ℕ) : ℝ) ^ 5) atTop
      (𝓝 (512 * b ^ 6 / π ^ 10)) := h1.comp ht
  have h3 : Tendsto (fun n : ℕ => 32 * ((frontierC6 b (2 * n) / ((2 * n : ℕ) : ℝ) ^ 5) /
      (frontierC6 b n / (n : ℝ) ^ 5))) atTop
      (𝓝 (32 * ((512 * b ^ 6 / π ^ 10) / (512 * b ^ 6 / π ^ 10)))) :=
    (h2.div h1 hc).const_mul 32
  rw [div_self hc, mul_one] at h3
  refine h3.congr' ?_
  filter_upwards [eventually_gt_atTop 0] with n hn
  have hn' : (n : ℝ) ≠ 0 := Nat.cast_ne_zero.mpr hn.ne'
  have hC : frontierC6 b n ≠ 0 := (frontierC6_eq hb hn).1.ne'
  generalize frontierC6 b (2 * n) = z
  push_cast
  field_simp
  ring

end

end BoxDispersion
```

```lean
#print axioms BoxDispersion.orbital_eigenstate
-- 'BoxDispersion.orbital_eigenstate' depends on axioms: [propext, Classical.choice, Quot.sound]
#print axioms BoxDispersion.frontierC6_lt
-- 'BoxDispersion.frontierC6_lt' depends on axioms: [propext, Classical.choice, Quot.sound]
#print axioms BoxDispersion.frontierC6_tendsto
-- 'BoxDispersion.frontierC6_tendsto' depends on axioms: [propext, Classical.choice, Quot.sound]
#print axioms BoxDispersion.frontierC6_doubling
-- 'BoxDispersion.frontierC6_doubling' depends on axioms: [propext, Classical.choice, Quot.sound]
```

## From orbitals to a dispersion term

The function `orbital L k` is $\psi_k(x)=\sqrt{2/L}\,\sin(k\pi x/L)$, and `level L k` is $E_k=k^2\pi^2/(2L^2)$. For $L>0$ and $k\ge1$, `orbital_eigenstate` proves that $\psi_k$ vanishes at both walls, is normalized and satisfies $-\tfrac12\psi_k''=E_k\psi_k$. The dipole element `transitionDipole` is the integral $\int_0^L\psi_k\,x\,\psi_l\,dx$ itself, not a postulated formula.

The number `b` is the box length per electron, since $n$ doubly filled levels hold $2n$ electrons. Double filling enters only through this length. `frontierC6` is the coefficient $C_6$ in the second-order energy $-C_6/R^6$ of two identical, parallel, side-by-side chains at separation $R$, each making the one orbital transition $n\to n+1$: the coupling $x_1x_2/R^3$, with $x_1$ and $x_2$ the electron positions along the two chains, gives $d^4$ in the numerator, and two simultaneous excitations cost $2G$. This expression is taken as a definition. It omits the spin factor of a closed shell, all other transitions and any orientational average, and the point-dipole coupling behind it needs a separation $R$ much larger than $L$.

The theorems give the exact value for every $n\ge1$, its positivity, a strict upper bound with the limiting constant, the limit itself, and a doubling law: `frontierC6 b (2 * n) / frontierC6 b n` tends to 32. A sum over atom pairs with fixed coefficients would grow only by a factor of 4 when both chains double, so this non-interacting, single-transition model illustrates how such additivity can fail for delocalized electrons. Its gap closes as $1/n$; a chain whose gap stays open is a different case.

## The dipole element

The product of neighbouring orbitals is a difference of cosines:

$$\psi_n\,x\,\psi_{n+1}=\frac{x}{L}\left[\cos\frac{\pi x}{L}-\cos\frac{(2n+1)\pi x}{L}\right].$$

For $a\ne0$, an explicit antiderivative gives

$$\int_0^L x\cos(ax)\,dx=\frac{aL\sin(aL)+\cos(aL)-1}{a^2}.$$

At $a=m\pi/L$ with $m$ odd, this is $-2L^2/(m^2\pi^2)$. Taking $m=1$ and $m=2n+1$, and writing $u=1/(2n+1)$, we get

$$d=-\frac{2L}{\pi^2}(1-u^2).$$

In Lean, `integral_x_cos` differentiates the antiderivative and applies the fundamental theorem of calculus. In `transitionDipole_succ`, `linear_combination` assembles the product identity `key` from the cosine addition formulas; the integral is then split and the endpoint values inserted.

## The finite-length formula and its limit

With $L=2nb$,

$$G=\frac{(n+1)^2-n^2}{2L^2}\pi^2=\frac{(2n+1)\pi^2}{8n^2b^2},\qquad d^4=\frac{256\,n^4b^4}{\pi^8}(1-u^2)^4.$$

Since $2n/(2n+1)=1-u$, it follows that

$$\frac{d^4}{2G}=\frac{1024\,n^6b^6}{(2n+1)\pi^{10}}(1-u^2)^4=\frac{512\,b^6}{\pi^{10}}\,n^5\,(1-u)(1-u^2)^4.$$

This is `frontierC6_eq`, where `field_simp` and `ring` do the algebra. For $n\ge1$ we have $0<u<1$, so the correction factor lies strictly between 0 and 1. That gives positivity and the bound `frontierC6_lt`.

As $n\to\infty$, $u\to0$ and the correction tends to 1. `frontierC6_tendsto` takes this limit factor by factor and then identifies the expression with `frontierC6 b n / (n : ℝ) ^ 5` for all $n>0$, which is enough for a limit at infinity.

For doubling, write $F(n)$ for the frontier term. Then

$$\frac{F(2n)}{F(n)}=32\,\frac{F(2n)/(2n)^5}{F(n)/n^5}.$$

Both scaled terms tend to the same nonzero constant, so the ratio tends to 32. `frontierC6_doubling` composes the first limit with $n\mapsto2n$ and divides.

## The polarizability analogue

The same $d$ and $G$ give the frontier term of the static polarizability along the box, again for one orbital transition without a spin factor:

$$\frac{2d^2}{G}=\frac{128\,b^4}{\pi^6}\,n^3(1-u)(1-u^2)^2.$$

It grows asymptotically as the cube of the chain length; this companion formula is derived here by hand and does not appear in the Lean file.
